# PAW kinetic-energy differences are symmetric, and equal in Laplacian and gradient form, when partial waves match in value and slope

Inside an augmentation sphere of radius $r_c$, the projector augmented-wave method replaces each all-electron partial wave by a smooth pseudo wave and corrects the kinetic energy by the difference of their matrix elements. I can compute these from $-u_i u_j''$ or from $u_i' u_j'$, where $u = rR$ is the radial function. On a finite sphere the two integrals differ by a surface term, and the first isn't even symmetric in $i$ and $j$. I understand that the all-electron minus pseudo difference has neither problem if the waves match in value and slope at $r_c$. Can this be made rigorous, including the centrifugal term, and checked by machine?

## The surface terms depend only on values and slopes at $r_c$

Yes. Integration by parts leaves a surface term that is the same for both sets of waves, so it cancels in the difference.

Take real radial waves $u, v$ on $[0, r_c]$, twice continuously differentiable, with $u(0) = v(0) = 0$. In atomic units and angular-momentum channel $l$, define

$$L_l(u,v) = \int_0^{r_c} u\left(-\frac{v''}{2} + \frac{l(l+1)}{2r^2}\,v\right)dr,$$

$$G_l(u,v) = \int_0^{r_c} \left(\frac{u'v'}{2} + \frac{l(l+1)}{2r^2}\,uv\right)dr.$$

The centrifugal term is harmless at the nucleus. Since $u(0)=0$, the quotient $u/r$ tends to $u'(0)$ as $r \to 0$, and likewise for $v$. So $uv/r^2 = (u/r)(v/r)$ extends continuously to $r = 0$ and is integrable.

Next, $(uv')' = u'v' + uv''$. Integrating and using $u(0)=0$ gives

$$u(r_c)v'(r_c) = \int_0^{r_c} u'v'\,dr + \int_0^{r_c} uv''\,dr.$$

Solving for $-\tfrac12\int uv''\,dr$ and adding the centrifugal term to both sides,

$$L_l(u,v) = G_l(u,v) - \tfrac12\,u(r_c)\,v'(r_c).$$

For $l=0$, multiplying by 2 gives your relation between $-\int u v''\,dr$ and $\int u'v'\,dr$. Because $G_l$ is symmetric, exchanging $u$ and $v$ and subtracting leaves a Wronskian:

$$L_l(u,v) - L_l(v,u) = \tfrac12\left[u'v - uv'\right]_{r_c}.$$

Now let pseudo waves $w_i, w_j$ match $u_i, u_j$ in value and slope at $r_c$. Then $w_i w_j' = u_i u_j'$ there, and

$$L_l(u_i,u_j) - L_l(w_i,w_j) = G_l(u_i,u_j) - G_l(w_i,w_j).$$

The right-hand side is symmetric in $i, j$, so the left-hand side is too.

## An example where a slope mismatch makes the two forms disagree

Take $r_c = 1$, $u = r$ and $w = r^2$. Both equal 1 at $r_c$, but their slopes are 1 and 2. For $l = 0$,

- Laplacian form: $L_0(u,u) - L_0(w,w) = 0 - (-\tfrac13) = \tfrac13$;
- gradient form: $G_0(u,u) - G_0(w,w) = \tfrac12 - \tfrac23 = -\tfrac16$.

They disagree by $\tfrac12$. The centrifugal terms are the same in both forms, so the gap is $\tfrac12$ in every channel. These are test functions, not realistic partial waves: for $l=0$ the pseudo wave $w/r = r$ has a kink at the nucleus, and for $l \ge 1$ the wave $u = r$ does not vanish there as $r^{l+1}$, as a regular solution would.

## How the Lean objects describe the waves

A `RadialWave rc` stores a function `val` with its derivatives `d1` and `d2`. The derivatives are taken within the closed interval, so they are one-sided at its ends, and nothing is required outside it. The field `val_zero` expresses that $R = u/r$ stays finite at the nucleus.

`lapKinetic l u v` and `gradKinetic l u v` are $L_l$ and $G_l$. "Gradient form" here means the form with $u'v'$. For $r_c > 0$, let $\varphi_i = (u_i/r)\,Y_{lm}$ and $\varphi_j = (u_j/r)\,Y_{lm}$ with the same real, normalised spherical harmonic $Y_{lm}$. The integral of $\tfrac12\nabla\varphi_i\cdot\nabla\varphi_j$ over the sphere is then $G_l(u_i,u_j) - u_i(r_c)u_j(r_c)/(2r_c)$; the extra term also cancels in the difference when the values match, though this is not part of the Lean code. Lean assigns the quotient at $r=0$ a value by convention, but a single point does not affect the integral.

`Matches u w` takes the all-electron wave first and the pseudo wave second. This is the assumed condition that the pseudo wave joins the all-electron wave at the sphere boundary without a jump or a kink.

The main theorem, `paw_kinetic_difference`, says that for every natural number `l`, every `rc ≥ 0` and two matched pairs, the difference agrees in the two forms and is symmetric in $i, j$. The waves need not solve a Schrödinger equation.

For this non-relativistic, single-channel model with real waves, the result means that a PAW code may evaluate the one-centre kinetic correction in either form and gets a symmetric matrix, up to numerical errors in the integrals and in the matching. The theorem does not treat the projectors, the completeness of the partial waves or the plane-wave part of the energy.

```lean
import Mathlib

open Set MeasureTheory Filter Topology

namespace PAWKineticEnergy

noncomputable section

/-- A twice continuously differentiable radial wave `u = r R` on `[0, rc]`, stored with its
first and second derivatives and vanishing at the nucleus. -/
structure RadialWave (rc : ℝ) where
  val : ℝ → ℝ
  d1 : ℝ → ℝ
  d2 : ℝ → ℝ
  deriv_val : ∀ r ∈ Icc 0 rc, HasDerivWithinAt val (d1 r) (Icc 0 rc) r
  deriv_d1 : ∀ r ∈ Icc 0 rc, HasDerivWithinAt d1 (d2 r) (Icc 0 rc) r
  cont_d2 : ContinuousOn d2 (Icc 0 rc)
  val_zero : val 0 = 0

variable {rc : ℝ}

/-- Laplacian form of the kinetic matrix element in channel `l`: the integral over `[0, rc]` of
`u (-v''/2 + l(l+1) v / (2 r²))`, with integrand meant for `r > 0`. -/
def lapKinetic (l : ℕ) (u v : RadialWave rc) : ℝ :=
  ∫ r in (0 : ℝ)..rc, u.val r * (-(v.d2 r) / 2 + (l * (l + 1) : ℝ) / (2 * r ^ 2) * v.val r)

/-- Gradient form of the kinetic matrix element in channel `l`: the integral over `[0, rc]` of
`u' v' / 2 + l(l+1) u v / (2 r²)`, with integrand meant for `r > 0`. -/
def gradKinetic (l : ℕ) (u v : RadialWave rc) : ℝ :=
  ∫ r in (0 : ℝ)..rc,
    (u.d1 r * v.d1 r / 2 + (l * (l + 1) : ℝ) / (2 * r ^ 2) * (u.val r * v.val r))

/-- The pseudo wave `w` has the same value and slope as the all-electron wave `u` at `rc`. -/
def Matches (u w : RadialWave rc) : Prop :=
  w.val rc = u.val rc ∧ w.d1 rc = u.d1 rc

/-- The radial function `R = u / r` extends continuously to the nucleus. -/
theorem regular_at_nucleus (u : RadialWave rc) (hrc : 0 ≤ rc) :
    ∃ g : ℝ → ℝ, ContinuousOn g (Icc 0 rc) ∧ ∀ r, r ≠ 0 → g r = u.val r / r := by
  refine ⟨Function.update (fun r => u.val r / r) 0 (u.d1 0), ?_, fun r hr => ?_⟩
  · intro x hx
    by_cases h : x = 0
    · -- at the nucleus the quotient tends to the slope of `u`
      subst h
      rw [continuousWithinAt_update_same]
      have ht := hasDerivWithinAt_iff_tendsto_slope.1 (u.deriv_val 0 ⟨le_refl 0, hrc⟩)
      refine ht.congr (fun r => ?_)
      rw [slope_def_field, u.val_zero, sub_zero, sub_zero]
    · rw [continuousWithinAt_update_of_ne h]
      exact (u.deriv_val x hx).continuousWithinAt.div continuousWithinAt_id h
  · rw [Function.update_of_ne hr]

/-- The centrifugal energy density of two radial waves is integrable on `[0, rc]`. -/
theorem centrifugal_integrable (l : ℕ) (u v : RadialWave rc) (hrc : 0 ≤ rc) :
    IntervalIntegrable
      (fun r => (l * (l + 1) : ℝ) / (2 * r ^ 2) * (u.val r * v.val r)) volume 0 rc := by
  obtain ⟨g, hg, hgu⟩ := regular_at_nucleus u hrc
  obtain ⟨k, hk, hkv⟩ := regular_at_nucleus v hrc
  have hc : IntervalIntegrable (fun r => (l * (l + 1) : ℝ) / 2 * (g r * k r)) volume 0 rc :=
    ContinuousOn.intervalIntegrable_of_Icc hrc (continuousOn_const.mul (hg.mul hk))
  rw [intervalIntegrable_iff_integrableOn_Ioc_of_le hrc] at hc ⊢
  refine hc.congr_fun (fun r hr => ?_) measurableSet_Ioc
  have h0 : r ≠ 0 := ne_of_gt hr.1
  beta_reduce
  rw [hgu r h0, hkv r h0]
  field_simp

/-- The Laplacian form equals the gradient form minus the surface term `u v' / 2` at `rc`. -/
theorem lapKinetic_eq_grad_sub_surface (l : ℕ) (u v : RadialWave rc) (hrc : 0 ≤ rc) :
    lapKinetic l u v = gradKinetic l u v - u.val rc * v.d1 rc / 2 := by
  have cu : ContinuousOn u.val (Icc 0 rc) := fun r hr => (u.deriv_val r hr).continuousWithinAt
  have cu' : ContinuousOn u.d1 (Icc 0 rc) := fun r hr => (u.deriv_d1 r hr).continuousWithinAt
  have cv' : ContinuousOn v.d1 (Icc 0 rc) := fun r hr => (v.deriv_d1 r hr).continuousWithinAt
  have hG : IntervalIntegrable (fun r => u.d1 r * v.d1 r + u.val r * v.d2 r) volume 0 rc :=
    ContinuousOn.intervalIntegrable_of_Icc hrc ((cu'.mul cv').add (cu.mul v.cont_d2))
  have hK : IntervalIntegrable (fun r => u.d1 r * v.d1 r / 2) volume 0 rc :=
    ContinuousOn.intervalIntegrable_of_Icc hrc ((cu'.mul cv').div_const 2)
  -- the total derivative of `u v'` integrates to its value at `rc`
  have hS : ∫ r in (0 : ℝ)..rc, (u.d1 r * v.d1 r + u.val r * v.d2 r)
      = u.val rc * v.d1 rc := by
    rw [intervalIntegral.integral_eq_sub_of_hasDerivAt_of_le
      (f := fun r => u.val r * v.d1 r) hrc (cu.mul cv') (fun r hr => ?_) hG]
    · rw [u.val_zero]
      ring
    · have hn : Icc 0 rc ∈ 𝓝 r := Icc_mem_nhds hr.1 hr.2
      have hr' := Ioo_subset_Icc_self hr
      exact ((u.deriv_val r hr').hasDerivAt hn).fun_mul ((v.deriv_d1 r hr').hasDerivAt hn)
  have hsplit : lapKinetic l u v = ∫ r in (0 : ℝ)..rc,
      ((u.d1 r * v.d1 r / 2 + (l * (l + 1) : ℝ) / (2 * r ^ 2) * (u.val r * v.val r))
        - 1 / 2 * (u.d1 r * v.d1 r + u.val r * v.d2 r)) :=
    intervalIntegral.integral_congr (fun r _ => by ring)
  rw [hsplit, intervalIntegral.integral_sub (hK.add (centrifugal_integrable l u v hrc))
    (hG.const_mul (1 / 2)), intervalIntegral.integral_const_mul, hS, gradKinetic]
  ring

/-- The gradient form is symmetric in the two waves. -/
theorem gradKinetic_symm (l : ℕ) (u v : RadialWave rc) :
    gradKinetic l u v = gradKinetic l v u :=
  intervalIntegral.integral_congr (fun r _ => by ring)

/-- The asymmetry of the Laplacian form inside the sphere is half the Wronskian
`u' v - u v'` at `rc`. -/
theorem lapKinetic_asymmetry (l : ℕ) (u v : RadialWave rc) (hrc : 0 ≤ rc) :
    lapKinetic l u v - lapKinetic l v u
      = (u.d1 rc * v.val rc - u.val rc * v.d1 rc) / 2 := by
  rw [lapKinetic_eq_grad_sub_surface l u v hrc, lapKinetic_eq_grad_sub_surface l v u hrc,
    gradKinetic_symm l v u]
  ring

/-- For pseudo waves `wi, wj` matching the all-electron waves `ui, uj` in value and slope at `rc`,
the all-electron minus pseudo kinetic difference is the same in Laplacian and gradient form,
and it is symmetric in `i, j`. -/
theorem paw_kinetic_difference (l : ℕ) (ui uj wi wj : RadialWave rc) (hrc : 0 ≤ rc)
    (hi : Matches ui wi) (hj : Matches uj wj) :
    lapKinetic l ui uj - lapKinetic l wi wj = gradKinetic l ui uj - gradKinetic l wi wj ∧
    lapKinetic l ui uj - lapKinetic l wi wj = lapKinetic l uj ui - lapKinetic l wj wi := by
  constructor
  · -- the surface terms of the two sets of waves cancel
    rw [lapKinetic_eq_grad_sub_surface l ui uj hrc, lapKinetic_eq_grad_sub_surface l wi wj hrc,
      hi.1, hj.2]
    ring
  · -- the two Wronskians at `rc` cancel
    have hu := lapKinetic_asymmetry l ui uj hrc
    have hw := lapKinetic_asymmetry l wi wj hrc
    rw [hi.1, hi.2, hj.1, hj.2] at hw
    linarith

/-- The polynomial radial wave `a r + b r² + c r³`. -/
def polyWave (rc a b c : ℝ) : RadialWave rc where
  val r := a * r + b * r ^ 2 + c * r ^ 3
  d1 r := a + 2 * b * r + 3 * c * r ^ 2
  d2 r := 2 * b + 6 * c * r
  deriv_val r _ := ((((hasDerivAt_id' r).const_mul a).fun_add
    ((hasDerivAt_pow 2 r).const_mul b)).fun_add
    ((hasDerivAt_pow 3 r).const_mul c)).congr_deriv (by push_cast; ring) |>.hasDerivWithinAt
  deriv_d1 r _ := (((hasDerivAt_const r a).fun_add
    ((hasDerivAt_id' r).const_mul (2 * b))).fun_add
    ((hasDerivAt_pow 2 r).const_mul (3 * c))).congr_deriv (by push_cast; ring)
    |>.hasDerivWithinAt
  cont_d2 := by fun_prop
  val_zero := by ring

/-- On `[0, 1]` the pseudo wave `2 r² - r³` matches the wave `r` in value and slope at `1`, and
their kinetic difference for `l = 0` is `-1/15`. -/
theorem paw_kinetic_difference_witness :
    Matches (polyWave 1 1 0 0) (polyWave 1 0 2 (-1)) ∧
    lapKinetic 0 (polyWave 1 1 0 0) (polyWave 1 1 0 0)
      - lapKinetic 0 (polyWave 1 0 2 (-1)) (polyWave 1 0 2 (-1)) = -1 / 15 := by
  refine ⟨by constructor <;> norm_num [polyWave], ?_⟩
  have h1 : lapKinetic 0 (polyWave 1 1 0 0) (polyWave 1 1 0 0) = 0 := by
    simp [lapKinetic, polyWave]
  have h2 : lapKinetic 0 (polyWave 1 0 2 (-1)) (polyWave 1 0 2 (-1))
      = ∫ r in (0 : ℝ)..1, (-4 * r ^ 2 + 8 * r ^ 3 + -3 * r ^ 4) :=
    intervalIntegral.integral_congr
      (fun r _ => by simp only [polyWave, Nat.cast_zero]; ring)
  have hF : ∀ r : ℝ, HasDerivAt (fun r : ℝ => -4 / 3 * r ^ 3 + 2 * r ^ 4 + -3 / 5 * r ^ 5)
      (-4 * r ^ 2 + 8 * r ^ 3 + -3 * r ^ 4) r := fun r =>
    ((((hasDerivAt_pow 3 r).const_mul (-4 / 3)).fun_add
      ((hasDerivAt_pow 4 r).const_mul 2)).fun_add
      ((hasDerivAt_pow 5 r).const_mul (-3 / 5))).congr_deriv (by push_cast; ring)
  rw [h1, h2, intervalIntegral.integral_eq_sub_of_hasDerivAt (fun r _ => hF r)
    (Continuous.intervalIntegrable (by fun_prop) _ _)]
  norm_num

/-- On `[0, 1]` the waves `r` and `r²` agree in value at `1`, and their kinetic differences in
Laplacian and gradient form disagree by `1/2` in every channel. -/
theorem slope_mismatch_breaks_agreement (l : ℕ) :
    (polyWave 1 0 1 0).val 1 = (polyWave 1 1 0 0).val 1 ∧
    (lapKinetic l (polyWave 1 1 0 0) (polyWave 1 1 0 0)
        - lapKinetic l (polyWave 1 0 1 0) (polyWave 1 0 1 0))
      - (gradKinetic l (polyWave 1 1 0 0) (polyWave 1 1 0 0)
        - gradKinetic l (polyWave 1 0 1 0) (polyWave 1 0 1 0)) = 1 / 2 := by
  have a1 : (polyWave 1 1 0 0).val 1 = 1 := by norm_num [polyWave]
  have a2 : (polyWave 1 1 0 0).d1 1 = 1 := by norm_num [polyWave]
  have b1 : (polyWave 1 0 1 0).val 1 = 1 := by norm_num [polyWave]
  have b2 : (polyWave 1 0 1 0).d1 1 = 2 := by norm_num [polyWave]
  refine ⟨b1.trans a1.symm, ?_⟩
  rw [lapKinetic_eq_grad_sub_surface l (polyWave 1 1 0 0) _ zero_le_one,
    lapKinetic_eq_grad_sub_surface l (polyWave 1 0 1 0) _ zero_le_one, a1, a2, b1, b2]
  ring

end

end PAWKineticEnergy
```

```lean
#print axioms PAWKineticEnergy.paw_kinetic_difference
-- 'PAWKineticEnergy.paw_kinetic_difference' depends on axioms: [propext, Classical.choice, Quot.sound]
#print axioms PAWKineticEnergy.slope_mismatch_breaks_agreement
-- 'PAWKineticEnergy.slope_mismatch_breaks_agreement' depends on axioms: [propext, Classical.choice, Quot.sound]
```

## How the proof follows the integration by parts

`regular_at_nucleus` builds the continuous extension of $u/r$ by setting its value at zero to `u.d1 0`. Continuity there is the definition of the derivative as a limit of slopes. `centrifugal_integrable` multiplies two such extensions and transfers integrability to the original expression on $(0, r_c]$, where $r \neq 0$.

`lapKinetic_eq_grad_sub_surface` carries out the integration by parts. Its step `hS` applies the fundamental theorem of calculus to $uv'$. Then `hsplit` writes the Laplacian integrand as the gradient integrand minus half of $(uv')'$. Splitting the integral requires both parts to be integrable, which is where the centrifugal lemma enters.

`gradKinetic_symm` exchanges factors under the integral, and `lapKinetic_asymmetry` uses the surface formula in both orders to obtain the Wronskian.

In the main theorem, the first half rewrites both Laplacian forms and substitutes the value match for $i$ (`hi.1`) and the slope match for $j$ (`hj.2`), after which the surface terms cancel. The second half substitutes all four matching equations into the pseudo Wronskian, and `linarith` combines it with the all-electron one.

`polyWave` supplies explicit polynomials of degree at most three, used as test functions and not as realistic partial waves. In `paw_kinetic_difference_witness`, $u = r$ and $w = 2r^2 - r^3$ match at $r_c = 1$, and an explicit antiderivative gives the difference $-\tfrac{1}{15}$ for $l=0$, so the correction is not trivially zero. `slope_mismatch_breaks_agreement` proves the counter-example above for every `l`, directly from the surface formula.
